# The growth threshold of a noise-free positive-P amplitude in a damped Kerr oscillator

Q: A single optical mode sits in a lossy cavity with a Kerr medium. I simulate it with the positive-P method, which replaces the field amplitude and its conjugate by two independent complex variables, \(a\) and \(b\). The cavity only loses energy, and yet in some runs \(|a|\) climbs above its starting value. You say that the noise-free equations have a sharp condition for such a rise. What is it?

A: Drop the noise and keep the drift. In the frame rotating at the mode frequency, with photon loss rate \(g>0\) and real Kerr strength \(c\), the frequency shift per photon, the equations are

\[
a'=\left(-ic\,ab-\tfrac g2\right)a,\qquad b'=\left(ic\,ab-\tfrac g2\right)b .
\]

Write \(n=a(0)b(0)\) and let \(a(0)\neq0\). Then \(|a(t)|>|a(0)|\) for some \(t>0\) if and only if \(2c\,\mathrm{Im}(n)>g\). For simulation practice, this tells you which starting points of a single-mode, noise-free trajectory lead to an excursion of \(a\).

Q: The equations are cubic. How do you get an exact condition?

A: The nonlinearity enters only through \(ab\), and the Kerr terms cancel in its derivative:

\[
(ab)'=\left(-ic\,ab-\tfrac g2+ic\,ab-\tfrac g2\right)ab=-g\,ab,
\qquad ab=n\,e^{-gt}.
\]

The equation for \(a\) is now linear, \(a'=(-icn\,e^{-gt}-g/2)\,a\), and integrates to

\[
a(t)=a(0)\exp\!\left(-icn\,\frac{1-e^{-gt}}{g}-\frac{gt}{2}\right).
\]

The modulus needs only the real part of the exponent. Since \(\mathrm{Re}(-in)=\mathrm{Im}(n)\), setting \(x=2c\,\mathrm{Im}(n)/g\) gives

\[
|a(t)|=|a(0)|\,e^{f(t)/2},\qquad f(t)=x\,(1-e^{-gt})-gt .
\]

If \(x\le1\) and \(t>0\), then \(f(t)\le 1-e^{-gt}-gt\le0\), because \(1+y\le e^y\) at \(y=-gt\). There is no excursion.

If \(x>1\), then \(f'(t)=g(xe^{-gt}-1)\) vanishes at \(t=\log(x)/g>0\), where \(f=x-1-\log x>0\). That is the excursion, and its height is \(|a(0)|\,e^{(x-1-\log x)/2}\).

Q: Now the formal version. My first worry is that it quietly sets \(b\) equal to the conjugate of \(a\), which would remove the effect.

A: It doesn't. `IsKerrTrajectory c g a b` takes two separate functions from real time to the complex numbers and asks that both differential equations hold at every time. The parameters `c` and `g` are real, and no relation between `a` and `b` is imposed.

In Lean 4 with Mathlib:

```lean
import Mathlib

open Complex (I)

namespace PositivePKerr

noncomputable section

/-- The noise-free positive-P equations of a damped Kerr oscillator, with Kerr strength `c`,
loss rate `g` and two independent complex amplitudes `a` and `b`. -/
def IsKerrTrajectory (c g : ℝ) (a b : ℝ → ℂ) : Prop :=
  ∀ t : ℝ, HasDerivAt a ((-I * c * (a t * b t) - g / 2) * a t) t ∧
    HasDerivAt b ((I * c * (a t * b t) - g / 2) * b t) t
```

Q: What are the other definitions for?

A: They name parts of the solution. `effTime` is \((1-e^{-gt})/g\), the time for which the Kerr term effectively acts before the product has decayed.

```lean
/-- The effective interaction time `(1 - exp(-g t)) / g`, for `g ≠ 0`. -/
def effTime (g t : ℝ) : ℝ := (1 - Real.exp (-g * t)) / g
```

`kerrExponent` is the complex exponent in the solution for \(a\).

```lean
/-- The complex exponent gathered by the amplitude `a` up to time `t` when the product of the two
amplitudes starts at `n`, for `g ≠ 0`. -/
def kerrExponent (c g : ℝ) (n : ℂ) (t : ℝ) : ℂ :=
  -I * c * n * (effTime g t : ℂ) - (g : ℂ) / 2 * (t : ℂ)
```

`peakTime` is \(\log(x)/g\), which is the time of the maximum when \(x>1\).

```lean
/-- The time `log(2 c Im(n) / g) / g`, for `g ≠ 0` and `2 c Im(n) / g > 0`. -/
def peakTime (c g : ℝ) (n : ℂ) : ℝ := Real.log (2 * c * n.im / g) / g
```

Q: How does the threshold itself read?

A: The theorem is `excursion_iff`. It assumes `0 < g`, a trajectory, and `a 0 ≠ 0`. Its left side says that there is a time `t` with `0 < t` and `‖a 0‖ < ‖a t‖`, where the double bars are the complex modulus. Its right side is `g < 2 * c * (a 0 * b 0).im`. The sign of `c` is free.

Q: The condition `0 < t` looks like decoration. Could I leave it out?

A: That would be a natural slip, and it would make the statement false. The trajectory is defined for negative times too, and a damped amplitude was larger in the past. Take \(c=0\): the right side fails, yet \(|a(t)|>|a(0)|\) at every \(t<0\). In fact, without the sign condition the left side would be true for every \(x\neq1\).

The hypothesis `a 0 ≠ 0` is milder. If \(a(0)=0\), then \(n=0\) and \(a\) stays zero, so both sides are false and the equivalence still holds. The proof uses the hypothesis to get a strict increase from a nonzero starting modulus.

Q: Then take me through the proof. Where does the calculus enter?

A: First comes the derivative of the exponent, \(-icn\,e^{-gt}-g/2\), obtained from the chain rule.

```lean
/-- For `g ≠ 0`, the exponent has time derivative `-i c n exp(-g t) - g / 2`. -/
theorem hasDerivAt_kerrExponent {g : ℝ} (hg : g ≠ 0) (c : ℝ) (n : ℂ) (t : ℝ) :
    HasDerivAt (kerrExponent c g n)
      (-I * c * (n * (Real.exp (-g * t) : ℂ)) - g / 2) t := by
  have h1 : HasDerivAt (fun s : ℝ => -g * s) (-g) t := by
    simpa using (hasDerivAt_id' t).const_mul (-g)
  have h2 : HasDerivAt (effTime g) (Real.exp (-g * t)) t :=
    ((h1.exp.const_sub 1).div_const g).congr_deriv
      (by rw [mul_neg, neg_neg, mul_div_cancel_right₀ _ hg])
  have h3 : HasDerivAt (fun s : ℝ => (s : ℂ)) ((1 : ℝ) : ℂ) t :=
    (hasDerivAt_id' t).ofReal_comp
  exact ((h2.ofReal_comp.const_mul (-I * c * n)).fun_sub
    (h3.const_mul ((g : ℂ) / 2))).congr_deriv (by rw [Complex.ofReal_one]; ring)
```

Next is the decay of the product. Instead of solving \((ab)'=-g\,ab\), the proof shows that \(ab\,e^{gt}\) has derivative zero. A function with zero derivative everywhere is constant, so its value at \(t\) equals its value at \(0\). The `ring` step is where the Kerr terms cancel.

```lean
/-- Along a trajectory, the product of the two amplitudes is its initial value times `exp(-g t)`. -/
theorem product_decay {c g : ℝ} {a b : ℝ → ℂ} (h : IsKerrTrajectory c g a b) (t : ℝ) :
    a t * b t = a 0 * b 0 * (Real.exp (-g * t) : ℂ) := by
  -- the product times `exp(g t)` is a constant of motion
  have hd : ∀ s : ℝ, HasDerivAt (fun s : ℝ => a s * b s * (Real.exp (g * s) : ℂ)) 0 s := by
    intro s
    have h1 : HasDerivAt (fun s : ℝ => g * s) g s := by
      simpa using (hasDerivAt_id' s).const_mul g
    exact (((h s).1.fun_mul (h s).2).fun_mul h1.exp.ofReal_comp).congr_deriv
      (by push_cast; ring)
  have e := is_const_of_deriv_eq_zero (fun s => (hd s).differentiableAt)
    (fun s => (hd s).deriv) t 0
  simp only [mul_zero, Real.exp_zero, Complex.ofReal_one, mul_one] at e
  have hE : (Real.exp (g * t) : ℂ) * (Real.exp (-g * t) : ℂ) = 1 := by
    rw [← Complex.ofReal_mul, ← Real.exp_add]
    simp
  linear_combination (Real.exp (-g * t) : ℂ) * e - a t * b t * hE
```

The solution for \(a\) follows in the same way: \(a\) times the exponential of minus the exponent is constant. The product law is inserted through `product_decay h s`, and this is the step that makes the equation linear.

```lean
/-- For nonzero loss rate, every trajectory has the closed form
`a(t) = a(0) exp(kerrExponent)`, with the exponent fixed by `a(0) b(0)`. -/
theorem closed_form {c g : ℝ} (hg : g ≠ 0) {a b : ℝ → ℂ}
    (h : IsKerrTrajectory c g a b) (t : ℝ) :
    a t = a 0 * Complex.exp (kerrExponent c g (a 0 * b 0) t) := by
  -- dividing out the exponential leaves a constant
  have hd : ∀ s : ℝ, HasDerivAt
      (fun s : ℝ => a s * Complex.exp (-kerrExponent c g (a 0 * b 0) s)) 0 s := by
    intro s
    exact ((h s).1.fun_mul
      (hasDerivAt_kerrExponent hg c (a 0 * b 0) s).fun_neg.cexp).congr_deriv
      (by rw [product_decay h s]; ring)
  have e := is_const_of_deriv_eq_zero (fun s => (hd s).differentiableAt)
    (fun s => (hd s).deriv) t 0
  beta_reduce at e
  have h0 : kerrExponent c g (a 0 * b 0) 0 = 0 := by simp [kerrExponent, effTime]
  calc a t = a t * Complex.exp (-kerrExponent c g (a 0 * b 0) t)
        * Complex.exp (kerrExponent c g (a 0 * b 0) t) := by
        rw [mul_assoc, ← Complex.exp_add]; simp
    _ = a 0 * Complex.exp (kerrExponent c g (a 0 * b 0) t) := by rw [e, h0]; simp
```

Q: All this assumes that a trajectory exists. What if no pair of functions satisfies the definition?

A: The converse settles that. For any complex \(\alpha\) and \(\beta\), the explicit formulas solve the coupled equations. The formula for \(b\) is the one for \(a\) with \(c\) replaced by \(-c\). The two exponents add up to \(-gt\), which gives back the product law. At \(t=0\) both exponents vanish, so the solution starts at \((\alpha,\beta)\), and every initial pair has a trajectory.

```lean
/-- For nonzero loss rate and any complex `α` and `β`, the closed-form amplitudes solve the
coupled noise-free equations. -/
theorem isKerrTrajectory_witness {g : ℝ} (hg : g ≠ 0) (c : ℝ) (α β : ℂ) :
    IsKerrTrajectory c g (fun t => α * Complex.exp (kerrExponent c g (α * β) t))
      (fun t => β * Complex.exp (kerrExponent (-c) g (α * β) t)) := by
  intro t
  have hp : Complex.exp (kerrExponent c g (α * β) t)
      * Complex.exp (kerrExponent (-c) g (α * β) t) = (Real.exp (-g * t) : ℂ) := by
    rw [← Complex.exp_add, Complex.ofReal_exp]
    congr 1
    simp only [kerrExponent]
    push_cast
    ring
  constructor
  · exact ((hasDerivAt_kerrExponent hg c (α * β) t).cexp.const_mul α).congr_deriv
      (by beta_reduce; rw [← hp]; ring)
  · exact ((hasDerivAt_kerrExponent hg (-c) (α * β) t).cexp.const_mul β).congr_deriv
      (by beta_reduce; rw [← hp, Complex.ofReal_neg]; ring)
```

Q: And the modulus?

A: The modulus of a complex exponential is the real exponential of its real part, `Complex.norm_exp`. What remains is the real part of `kerrExponent`, and the result is the formula with \(f(t)/2\) above.

```lean
/-- For `g ≠ 0`, the modulus of `a` is `|a(0)| exp((x (1 - exp(-g t)) - g t) / 2)`, where
`x = 2 c Im(a(0) b(0)) / g`. -/
theorem norm_amplitude {c g : ℝ} (hg : g ≠ 0) {a b : ℝ → ℂ}
    (h : IsKerrTrajectory c g a b) (t : ℝ) :
    ‖a t‖ = ‖a 0‖ * Real.exp
      ((2 * c * (a 0 * b 0).im / g * (1 - Real.exp (-g * t)) - g * t) / 2) := by
  have hre : ∀ n : ℂ, (kerrExponent c g n t).re
      = (2 * c * n.im / g * (1 - Real.exp (-g * t)) - g * t) / 2 := by
    intro n
    have h1 : (kerrExponent c g n t).re = c * n.im * effTime g t - g / 2 * t := by
      simp [kerrExponent]
    rw [h1]
    unfold effTime
    ring
  rw [closed_form hg h t, norm_mul, Complex.norm_exp, hre]
```

Q: By hand you found the peak from \(f'=0\). Does the proof do the same?

A: No, it uses one inequality. Put \(y=\log x-gt\) into \(1+y\le e^y\):

\[
1+\log x-gt\le x\,e^{-gt}
\quad\Longrightarrow\quad
f(t)\le x-1-\log x .
\]

The right side is the value of \(f\) at the peak time, so the bound shows a global maximum without a second derivative. The theorem states three things: the peak time is positive, the height is the one given above, and no real time gives a larger modulus. In the code, `generalize` replaces the long ratio by `x`.

```lean
/-- If `g > 0` and `2 c Im(a(0) b(0)) > g`, the modulus of `a` has its maximum at the positive
time `peakTime`, with height `|a(0)| exp((x - 1 - log x) / 2)` for `x = 2 c Im(a(0) b(0)) / g`. -/
theorem excursion_peak {c g : ℝ} (hg : 0 < g) {a b : ℝ → ℂ}
    (h : IsKerrTrajectory c g a b) (hK : g < 2 * c * (a 0 * b 0).im) :
    0 < peakTime c g (a 0 * b 0) ∧
    ‖a (peakTime c g (a 0 * b 0))‖ = ‖a 0‖ * Real.exp
      ((2 * c * (a 0 * b 0).im / g - 1 - Real.log (2 * c * (a 0 * b 0).im / g)) / 2) ∧
    ∀ t : ℝ, ‖a t‖ ≤ ‖a (peakTime c g (a 0 * b 0))‖ := by
  have hn := norm_amplitude hg.ne' h
  have hx1 : 1 < 2 * c * (a 0 * b 0).im / g := (one_lt_div hg).2 hK
  unfold peakTime
  generalize 2 * c * (a 0 * b 0).im / g = x at hn hx1 ⊢
  have hx : 0 < x := by linarith
  have hgt : g * (Real.log x / g) = Real.log x := mul_div_cancel₀ _ hg.ne'
  have hpeak : ‖a (Real.log x / g)‖
      = ‖a 0‖ * Real.exp ((x - 1 - Real.log x) / 2) := by
    rw [hn, neg_mul, hgt, Real.exp_neg, Real.exp_log hx, mul_sub, mul_one,
      mul_inv_cancel₀ hx.ne']
  refine ⟨div_pos (Real.log_pos hx1) hg, hpeak, fun t => ?_⟩
  rw [hpeak, hn t]
  -- the bound `1 + y ≤ exp y` at `y = log x - g t`
  have h1 := Real.add_one_le_exp (Real.log x + -g * t)
  rw [Real.exp_add, Real.exp_log hx] at h1
  exact mul_le_mul_of_nonneg_left (Real.exp_le_exp.2 (by linarith)) (norm_nonneg _)
```

The threshold then has two short halves. For the forward direction, suppose there is an excursion although \(x\le1\). The code adds \((1-x)(1-e^{-gt})\ge0\) to \(1-gt\le e^{-gt}\), which gives \(f(t)\le0\) and a contradiction. For the other direction, the peak time serves as the required `t`, and \(\log x<x-1\) for \(x>1\) makes the increase strict.

```lean
/-- Threshold for noise-free positive-P Kerr excursions: for `g > 0` and `a(0) ≠ 0`, the modulus
of `a` exceeds its initial value at some later time exactly when `2 c Im(a(0) b(0)) > g`. -/
theorem excursion_iff {c g : ℝ} (hg : 0 < g) {a b : ℝ → ℂ}
    (h : IsKerrTrajectory c g a b) (ha : a 0 ≠ 0) :
    (∃ t : ℝ, 0 < t ∧ ‖a 0‖ < ‖a t‖) ↔ g < 2 * c * (a 0 * b 0).im := by
  constructor
  · rintro ⟨t, ht, hlt⟩
    by_contra hK
    -- at or below threshold, the real exponent is not positive at any `t > 0`
    have hx : 2 * c * (a 0 * b 0).im / g ≤ 1 := (div_le_one hg).2 (not_lt.1 hK)
    have hgt : 0 < g * t := mul_pos hg ht
    have hE : Real.exp (-g * t) ≤ 1 := Real.exp_le_one_iff.2 (by linarith)
    have h1 := Real.add_one_le_exp (-g * t)
    have h2 := mul_nonneg (sub_nonneg.2 hx) (sub_nonneg.2 hE)
    rw [norm_amplitude hg.ne' h t] at hlt
    refine not_le_of_gt hlt (mul_le_of_le_one_right (norm_nonneg _) ?_)
    exact Real.exp_le_one_iff.2 (by linarith)
  · intro hK
    obtain ⟨hpos, hpeak, -⟩ := excursion_peak hg h hK
    refine ⟨_, hpos, ?_⟩
    rw [hpeak]
    have hx1 : 1 < 2 * c * (a 0 * b 0).im / g := (one_lt_div hg).2 hK
    have hlog := Real.log_lt_sub_one_of_pos (by linarith) hx1.ne'
    exact lt_mul_of_one_lt_right (norm_pos_iff.2 ha) (Real.one_lt_exp_iff.2 (by linarith))
```

Q: A classical damped Kerr oscillator never does this. Does your model agree?

A: It does. If \(b(0)\) is the complex conjugate of \(a(0)\), then \(n=|a(0)|^2\) is real, so \(x=0\) and \(|a(t)|=|a(0)|\,e^{-gt/2}\) for every \(c\). The Kerr term then only turns the phase. In the code, conjugation is `starRingEnd ℂ`.

```lean
/-- For nonzero loss rate and conjugate initial amplitudes, `b(0) = conj a(0)`, the modulus of
`a` follows `exp(-g t / 2)` for every Kerr strength. -/
theorem classical_decay {c g : ℝ} (hg : g ≠ 0) {a b : ℝ → ℂ}
    (h : IsKerrTrajectory c g a b) (hb : b 0 = starRingEnd ℂ (a 0)) (t : ℝ) :
    ‖a t‖ = ‖a 0‖ * Real.exp (-(g * t) / 2) := by
  rw [norm_amplitude hg h t, hb, Complex.mul_conj, Complex.ofReal_im, mul_zero, zero_div,
    zero_mul, zero_sub]

end

end PositivePKerr
```

```lean
#print axioms PositivePKerr.excursion_iff
#print axioms PositivePKerr.classical_decay
```

```
'PositivePKerr.excursion_iff' depends on axioms: [propext, Classical.choice, Quot.sound]
'PositivePKerr.classical_decay' depends on axioms: [propext, Classical.choice, Quot.sound]
```

Q: So a noise-free excursion needs a starting product \(ab\) with an imaginary part. In my runs the noise can supply one, besides changing \(|a|\) directly. Does the theorem tell me how often excursions happen there?

A: No. It contains no noise, so it gives neither probabilities nor sampling errors, and it treats one mode without a drive. In a stochastic run you can read it as a statement about the drift: if the noise were switched off at some moment, the current value of \(ab\) would decide whether \(|a|\) later exceeds its current value.

It also follows \(a\) alone. Exchanging \(a\) and \(b\) while reversing the sign of \(c\) leaves the equations unchanged, so the matching condition for \(b\) is \(-2c\,\mathrm{Im}(n)>g\). A diagnostic that monitors only \(|a|\) would miss those excursions.
